# Trace conservation in canonical density-matrix purification

## Definitions and conventions

Let $P$ be a real square matrix, read as a one-particle density matrix in an orthonormal basis. No overlap matrix appears, a full orbital has occupation $1$, and $\operatorname{tr} P$ is the electron number of one spin channel. Purification applies polynomials to $P$ to drive it towards a projector, $P^2 = P$, without diagonalising, and the canonical scheme picks each polynomial so that $\operatorname{tr} P$ stays fixed. The scheme as usually understood also includes a starting matrix built from a Hamiltonian and convergence to the ground-state projector; the theorems below treat neither.

```lean
import Mathlib

open Matrix

namespace CanonicalPurification

noncomputable section

variable {n : Type*} [Fintype n] [DecidableEq n]
```

The type `n` is any finite set of basis labels, and `Matrix n n ℝ` is the set of real square matrices over it. Symmetry is not part of the type.

```lean
/-- The canonical purification parameter `c = tr(P² - P³) / tr(P - P²)`. -/
def cpParam (P : Matrix n n ℝ) : ℝ := trace (P ^ 2 - P ^ 3) / trace (P - P ^ 2)
```

This is
$$c(P) = \frac{\operatorname{tr}(P^2 - P^3)}{\operatorname{tr}(P - P^2)},$$
where `P ^ 2` is the matrix product $PP$. Lean sets $x/0 = 0$, so this quotient and the two updates below have meaningless values at a zero denominator, which the trace theorems exclude by hypothesis or by the choice of branch.

```lean
/-- The upper update `((1 + c) P² - P³) / c`. -/
def upperUpdate (c : ℝ) (P : Matrix n n ℝ) : Matrix n n ℝ :=
  c⁻¹ • ((1 + c) • P ^ 2 - P ^ 3)
```

The symbol `•` multiplies a matrix by a number, so the upper update is $F^{+}_c(P) = [(1+c)P^2 - P^3]/c$. Here $c$ is a free real argument and is not yet tied to $P$.

```lean
/-- The lower update `((1 - 2c) P + (1 + c) P² - P³) / (1 - c)`. -/
def lowerUpdate (c : ℝ) (P : Matrix n n ℝ) : Matrix n n ℝ :=
  (1 - c)⁻¹ • ((1 - 2 * c) • P + (1 + c) • P ^ 2 - P ^ 3)
```

The lower update is $F^{-}_c(P) = [(1-2c)P + (1+c)P^2 - P^3]/(1-c)$.

```lean
/-- The purification residual `(P² - P³) - c (P - P²)`. -/
def residual (c : ℝ) (P : Matrix n n ℝ) : Matrix n n ℝ :=
  (P ^ 2 - P ^ 3) - c • (P - P ^ 2)
```

The residual is $R_c(P) = (P^2 - P^3) - c\,(P - P^2)$.

```lean
/-- The upper update for `c ≥ 1/2` and the lower update for `c < 1/2`. -/
def branchUpdate (c : ℝ) (P : Matrix n n ℝ) : Matrix n n ℝ :=
  if 1 / 2 ≤ c then upperUpdate c P else lowerUpdate c P
```

The branch update $B_c(P)$ equals $F^{+}_c(P)$ for $c \ge 1/2$ and $F^{-}_c(P)$ for $c < 1/2$.

```lean
/-- One step of canonical purification: the branch update at the parameter `c` of `P`. -/
def canonicalStep (P : Matrix n n ℝ) : Matrix n n ℝ := branchUpdate (cpParam P) P
```

One canonical step is $S(P) = B_{c(P)}(P)$, with the parameter computed from the current matrix.

```lean
/-- The scalar polynomial of the branch update, applied to an occupation number `x`. -/
def occupationMap (c x : ℝ) : ℝ :=
  if 1 / 2 ≤ c then ((1 + c) * x ^ 2 - x ^ 3) / c
  else ((1 - 2 * c) * x + (1 + c) * x ^ 2 - x ^ 3) / (1 - c)
```

The map $f_c(x)$ is the same two-branch polynomial with a number $x$ in place of $P$.

```lean
/-- The density matrix `U diag(l) Uᵀ` built from orbitals (columns of `U`) and occupations `l`. -/
def fromOrbitals (U : Matrix n n ℝ) (l : n → ℝ) : Matrix n n ℝ := U * diagonal l * Uᵀ
```

The matrix $U \operatorname{diag}(l)\, U^{\mathsf T}$ has entries $\sum_a U_{ia}\, l_a\, U_{ja}$. The columns of $U$ are orbitals and the function `l : n → ℝ` lists their occupations. Orthonormality is not built in and enters later as the hypothesis `Uᵀ * U = 1`.

## Trace conservation

```lean
/-- For `c ≠ 0` the upper update is `P` plus the residual divided by `c`. -/
theorem upperUpdate_eq {c : ℝ} (hc : c ≠ 0) (P : Matrix n n ℝ) :
    upperUpdate c P = P + c⁻¹ • residual c P := by
  have h : c⁻¹ * c = 1 := inv_mul_cancel₀ hc
  ext i j
  simp only [upperUpdate, residual, Matrix.smul_apply, Matrix.add_apply, Matrix.sub_apply,
    smul_eq_mul]
  linear_combination (P i j) * h
```

A Lean theorem lists its hypotheses first, each with a name such as `hc`, and its claim after the colon. The claim is $F^{+}_c(P) = P + R_c(P)/c$ for $c \ne 0$. By hand, expanding the residual gives
$$R_c = (1+c)P^2 - P^3 - cP,$$
so the numerator of $F^{+}_c$ is $R_c + cP$, and division by $c$ finishes. In Lean, `ext i j` passes to a single matrix entry. The two sides then differ by $P_{ij}(c^{-1}c - 1)$, and `linear_combination (P i j) * h` cancels this against $c^{-1}c = 1$.

```lean
/-- For `c ≠ 1` the lower update is `P` plus the residual divided by `1 - c`. -/
theorem lowerUpdate_eq {c : ℝ} (hc : c ≠ 1) (P : Matrix n n ℝ) :
    lowerUpdate c P = P + (1 - c)⁻¹ • residual c P := by
  have h : (1 - c)⁻¹ * (1 - c) = 1 := inv_mul_cancel₀ (sub_ne_zero.mpr hc.symm)
  ext i j
  simp only [lowerUpdate, residual, Matrix.smul_apply, Matrix.add_apply, Matrix.sub_apply,
    smul_eq_mul]
  linear_combination (P i j) * h
```

For $c \ne 1$, $F^{-}_c(P) = P + R_c(P)/(1-c)$. The numerator of $F^{-}_c$ is $(1-2c)P + (R_c + cP) = R_c + (1-c)P$, and one divides by $1-c$. The tactic steps are those of the upper case.

```lean
/-- If `tr(P - P²) ≠ 0`, the residual is traceless exactly when `c` is the canonical parameter. -/
theorem trace_residual_eq_zero_iff {P : Matrix n n ℝ} (htr : trace (P - P ^ 2) ≠ 0) (c : ℝ) :
    trace (residual c P) = 0 ↔ c = cpParam P := by
  have hres : trace (residual c P) = trace (P ^ 2 - P ^ 3) - c * trace (P - P ^ 2) := by
    simp only [residual, trace_sub, trace_smul, smul_eq_mul]
  rw [hres, cpParam, eq_div_iff htr]
  constructor <;> intro h <;> linarith
```

If $\operatorname{tr}(P - P^2) \ne 0$, then $\operatorname{tr} R_c = 0$ if and only if (`↔`) $c = c(P)$. Linearity of the trace gives
$$\operatorname{tr} R_c = \operatorname{tr}(P^2 - P^3) - c\,\operatorname{tr}(P - P^2),$$
which is `hres`. The right side is linear in $c$ with nonzero slope, and its only root is $c(P)$. The rewrite `eq_div_iff htr` clears the denominator, and `linarith` rearranges in both directions.

```lean
/-- If `tr(P - P²) ≠ 0`, the upper update with `c ≠ 0` and the lower update with `c ≠ 1` each
preserve the trace exactly when `c` is the canonical parameter. -/
theorem trace_preserved_iff {P : Matrix n n ℝ} (htr : trace (P - P ^ 2) ≠ 0) (c : ℝ) :
    (c ≠ 0 → (trace (upperUpdate c P) = trace P ↔ c = cpParam P)) ∧
    (c ≠ 1 → (trace (lowerUpdate c P) = trace P ↔ c = cpParam P)) := by
  -- the change of trace is a nonzero multiple of the trace of the residual
  constructor
  · intro hc
    rw [upperUpdate_eq hc, trace_add, trace_smul, smul_eq_mul,
      ← trace_residual_eq_zero_iff htr c]
    constructor
    · intro h
      have h0 : c⁻¹ * trace (residual c P) = 0 := by linarith
      exact (mul_eq_zero.mp h0).resolve_left (inv_ne_zero hc)
    · intro h
      rw [h, mul_zero, add_zero]
  · intro hc
    rw [lowerUpdate_eq hc, trace_add, trace_smul, smul_eq_mul,
      ← trace_residual_eq_zero_iff htr c]
    constructor
    · intro h
      have h0 : (1 - c)⁻¹ * trace (residual c P) = 0 := by linarith
      exact (mul_eq_zero.mp h0).resolve_left (inv_ne_zero (sub_ne_zero.mpr hc.symm))
    · intro h
      rw [h, mul_zero, add_zero]
```

Under the same hypothesis and for a free $c$: if $c \ne 0$, the upper update keeps the trace exactly when $c = c(P)$, and if $c \ne 1$, the same holds for the lower update. Taking traces of the two rewritten forms gives
$$\operatorname{tr} F^{+}_c - \operatorname{tr} P = \frac{\operatorname{tr} R_c}{c}, \qquad \operatorname{tr} F^{-}_c - \operatorname{tr} P = \frac{\operatorname{tr} R_c}{1-c}.$$
The prefactors are nonzero, so each difference vanishes exactly when $\operatorname{tr} R_c$ does. In Lean `h0` says that prefactor times trace is zero, and `resolve_left` discards the possibility that the prefactor is zero.

```lean
/-- Main theorem. If `tr(P - P²) ≠ 0` and `c` is the canonical parameter of `P`, the upper update
preserves the trace when `c ≠ 0` and the lower update preserves it when `c ≠ 1`. -/
theorem canonical_trace_preserving {P : Matrix n n ℝ} (htr : trace (P - P ^ 2) ≠ 0) :
    (cpParam P ≠ 0 → trace (upperUpdate (cpParam P) P) = trace P) ∧
    (cpParam P ≠ 1 → trace (lowerUpdate (cpParam P) P) = trace P) :=
  ⟨fun hc => ((trace_preserved_iff htr (cpParam P)).1 hc).mpr rfl,
   fun hc => ((trace_preserved_iff htr (cpParam P)).2 hc).mpr rfl⟩
```

This is the main result. For any real square $P$ with $\operatorname{tr}(P - P^2) \ne 0$ and $c = c(P)$,
$$c \ne 0 \Rightarrow \operatorname{tr} F^{+}_c(P) = \operatorname{tr} P, \qquad c \ne 1 \Rightarrow \operatorname{tr} F^{-}_c(P) = \operatorname{tr} P.$$
The proof sets the free parameter of the previous theorem to `cpParam P` and reads each equivalence from right to left (`.mpr`); the condition left over is $c(P) = c(P)$, which is `rfl`. Neither symmetry nor a bound on the eigenvalues is assumed.

The hypothesis `htr` cannot be dropped. For $P = \operatorname{diag}(6/5,\, 3/5)$ one has $\operatorname{tr}(P - P^2) = -6/25 + 6/25 = 0$ and $\operatorname{tr}(P^2 - P^3) = -18/125$, so $\operatorname{tr} R_c = -18/125$ for every $c$, and neither update conserves the trace for any $c$ with a nonzero denominator. This matrix has an occupation above $1$ and is not a physical density matrix. For a symmetric $P$ with eigenvalues in $[0,1]$, $\operatorname{tr}(P - P^2) = 0$ forces $P^2 = P$; the residual then vanishes for every $c$, and purification is already complete.

```lean
/-- If `tr(P - P²) ≠ 0`, one step of canonical purification preserves the trace. -/
theorem trace_canonicalStep {P : Matrix n n ℝ} (htr : trace (P - P ^ 2) ≠ 0) :
    trace (canonicalStep P) = trace P := by
  unfold canonicalStep branchUpdate
  -- branching at 1/2 keeps each update away from its vanishing denominator
  split_ifs with h
  · exact (canonical_trace_preserving htr).1 (fun h0 => by linarith)
  · exact (canonical_trace_preserving htr).2 (fun h1 => h (by linarith))
```

The canonical step needs only `htr`. In the upper branch $c \ge 1/2$ rules out $c = 0$, and in the lower branch $c < 1/2$ rules out $c = 1$. The tactic `split_ifs` makes this case distinction, and each case supplies the side condition of the main theorem.

```lean
/-- After `k` steps of canonical purification the trace is unchanged, if `tr(Pⱼ - Pⱼ²) ≠ 0` for
each iterate `Pⱼ` with `j < k`. -/
theorem trace_iterate (P : Matrix n n ℝ) (k : ℕ)
    (h : ∀ j < k, trace (canonicalStep^[j] P - (canonicalStep^[j] P) ^ 2) ≠ 0) :
    trace (canonicalStep^[k] P) = trace P := by
  induction k with
  | zero => rfl
  | succ k ih =>
    rw [Function.iterate_succ_apply', trace_canonicalStep (h k (Nat.lt_succ_self k)),
      ih (fun j hj => h j (Nat.lt_succ_of_lt hj))]
```

The notation `canonicalStep^[j] P` is the iterate $P_j = S^j(P)$. If $\operatorname{tr}(P_j - P_j^2) \ne 0$ for all $j < k$, then $\operatorname{tr} P_k = \operatorname{tr} P$. The proof is induction: $\operatorname{tr} P_{k+1} = \operatorname{tr} S(P_k) = \operatorname{tr} P_k = \operatorname{tr} P$. The condition on the iterates is assumed and not derived from a property of the starting matrix, and it fails at any iterate that is exactly idempotent.

In an electronic-structure calculation this means that the electron number is conserved along the iteration without a search for a chemical potential, in exact arithmetic and for an orthonormal basis. Rounding and the discarding of small matrix elements in sparse, linear-scaling codes are not modelled.

## Action on the occupations

The remaining general results concern $P = U \operatorname{diag}(l)\, U^{\mathsf T}$ with $U^{\mathsf T} U = 1$. Every real symmetric matrix has this form by the spectral theorem, which is not invoked here: the form is taken as given.

```lean
/-- For orthonormal orbitals, a positive power of the density matrix raises each occupation to
that power. -/
theorem fromOrbitals_pow {U : Matrix n n ℝ} (hU : Uᵀ * U = 1) (l : n → ℝ) (k : ℕ) :
    fromOrbitals U l ^ (k + 1) = fromOrbitals U (fun i => l i ^ (k + 1)) := by
  induction k with
  | zero => simp
  | succ k ih =>
    rw [pow_succ, ih]
    unfold fromOrbitals
    calc U * diagonal (fun i => l i ^ (k + 1)) * Uᵀ * (U * diagonal l * Uᵀ)
        = U * (diagonal (fun i => l i ^ (k + 1)) * (Uᵀ * U) * diagonal l) * Uᵀ := by
          simp only [Matrix.mul_assoc]
      _ = U * diagonal (fun i => l i ^ (k + 1 + 1)) * Uᵀ := by
          simp only [hU, Matrix.mul_one, diagonal_mul_diagonal, pow_succ]
```

For every power $m = k + 1 \ge 1$, $P^m = U \operatorname{diag}(l_a^m)\, U^{\mathsf T}$. The induction step is
$$U \operatorname{diag}(l^m)\, U^{\mathsf T}\, U \operatorname{diag}(l)\, U^{\mathsf T} = U \operatorname{diag}(l^m) \operatorname{diag}(l)\, U^{\mathsf T} = U \operatorname{diag}(l^{m+1})\, U^{\mathsf T}.$$
The `calc` block first regroups the product to expose $U^{\mathsf T} U$ and then removes it with `hU`.

```lean
/-- For orthonormal orbitals, the branch update keeps the orbitals and sends each occupation
through the scalar occupation map. -/
theorem branchUpdate_fromOrbitals {U : Matrix n n ℝ} (hU : Uᵀ * U = 1) (l : n → ℝ) (c : ℝ) :
    branchUpdate c (fromOrbitals U l) = fromOrbitals U (fun i => occupationMap c (l i)) := by
  have h2 : fromOrbitals U l ^ 2 = fromOrbitals U (fun i => l i ^ 2) := fromOrbitals_pow hU l 1
  have h3 : fromOrbitals U l ^ 3 = fromOrbitals U (fun i => l i ^ 3) := fromOrbitals_pow hU l 2
  by_cases h : 1 / 2 ≤ c
  · have hd : diagonal (fun i => occupationMap c (l i)) =
        c⁻¹ • ((1 + c) • diagonal (fun i => l i ^ 2) - diagonal (fun i => l i ^ 3)) := by
      ext i j
      simp only [occupationMap, if_pos h, Matrix.smul_apply, Matrix.sub_apply,
        diagonal_apply, smul_eq_mul]
      split_ifs <;> ring
    rw [branchUpdate, if_pos h, upperUpdate, h2, h3]
    unfold fromOrbitals
    rw [hd]
    simp only [Matrix.mul_smul, Matrix.smul_mul, Matrix.mul_sub, Matrix.sub_mul]
  · have hd : diagonal (fun i => occupationMap c (l i)) =
        (1 - c)⁻¹ • ((1 - 2 * c) • diagonal l + (1 + c) • diagonal (fun i => l i ^ 2)
          - diagonal (fun i => l i ^ 3)) := by
      ext i j
      simp only [occupationMap, if_neg h, Matrix.smul_apply, Matrix.sub_apply, Matrix.add_apply,
        diagonal_apply, smul_eq_mul]
      split_ifs <;> ring
    rw [branchUpdate, if_neg h, lowerUpdate, h2, h3]
    unfold fromOrbitals
    rw [hd]
    simp only [Matrix.mul_smul, Matrix.smul_mul, Matrix.mul_sub, Matrix.sub_mul,
      Matrix.mul_add, Matrix.add_mul]
```

For every $c$, $B_c(P) = U \operatorname{diag}(f_c(l_a))\, U^{\mathsf T}$: the orbitals stay and each occupation is mapped by $f_c$. By hand one inserts the formulas for $P^2$ and $P^3$ (`h2`, `h3`) and factors $U$ out on the left and $U^{\mathsf T}$ on the right. In each branch `hd` identifies the remaining combination of diagonal matrices with $\operatorname{diag}(f_c(l_a))$.

```lean
/-- For every `c`, the occupation map sends the interval `[0, 1]` into itself. -/
theorem occupationMap_mem_unit (c : ℝ) {x : ℝ} (hx0 : 0 ≤ x) (hx1 : x ≤ 1) :
    0 ≤ occupationMap c x ∧ occupationMap c x ≤ 1 := by
  have hxx : 0 ≤ x * (1 - x) := mul_nonneg hx0 (sub_nonneg.mpr hx1)
  by_cases h : 1 / 2 ≤ c
  · have hc : 0 < c := by linarith
    rw [occupationMap, if_pos h]
    constructor
    · apply div_nonneg _ hc.le
      have := mul_nonneg (sq_nonneg x) (show 0 ≤ 1 + c - x by linarith)
      nlinarith
    · -- c - (1 + c) x² + x³ = (1 - x)(c + c x - x²)
      rw [div_le_one hc]
      have h1 : 0 ≤ c + c * x - x ^ 2 := by
        have := mul_nonneg (sub_nonneg.mpr h) hx0
        nlinarith
      have := mul_nonneg (sub_nonneg.mpr hx1) h1
      nlinarith
  · have h' : c < 1 / 2 := not_le.mp h
    have hc : 0 < 1 - c := by linarith
    rw [occupationMap, if_neg h]
    constructor
    · apply div_nonneg _ hc.le
      have h1 : 0 ≤ 1 - 2 * c + (1 + c) * x - x ^ 2 := by
        have := mul_nonneg (show 0 ≤ 1 / 2 - c by linarith) (show 0 ≤ 2 - x by linarith)
        nlinarith
      have := mul_nonneg hx0 h1
      nlinarith
    · -- denominator minus numerator is (1 - x)² (1 + x - c)
      rw [div_le_one hc]
      have := mul_nonneg (sq_nonneg (1 - x)) (show 0 ≤ 1 + x - c by linarith)
      nlinarith
```

For every real $c$ and $0 \le x \le 1$, $0 \le f_c(x) \le 1$. Both denominators are positive in their branches, so it suffices to show that the numerator $N$ and the denominator minus $N$ are nonnegative. For $c \ge 1/2$,
$$N = x^2(1 + c - x), \qquad c - N = (1-x)(c + cx - x^2),$$
and $c + cx \ge (1+x)/2 \ge x \ge x^2$. For $c < 1/2$,
$$N = x\left[(\tfrac12 - c)(2 - x) + x(1-x) + \tfrac{x}{2}\right], \qquad (1-c) - N = (1-x)^2(1 + x - c).$$
All factors are nonnegative. Each `mul_nonneg` supplies one product of such factors, and `nlinarith` checks the expansion. The branching matters: the upper polynomial at $c = 1/4$ sends $x = 3/4$ to $9/8$.

```lean
/-- For orthonormal orbitals, occupations in `[0, 1]` and `tr(P - P²) ≠ 0`, the canonical
parameter lies strictly between `0` and `1`. -/
theorem cpParam_mem_unit {U : Matrix n n ℝ} (hU : Uᵀ * U = 1) {l : n → ℝ}
    (hl : ∀ i, 0 ≤ l i ∧ l i ≤ 1)
    (htr : trace (fromOrbitals U l - fromOrbitals U l ^ 2) ≠ 0) :
    0 < cpParam (fromOrbitals U l) ∧ cpParam (fromOrbitals U l) < 1 := by
  have h2 : fromOrbitals U l ^ 2 = fromOrbitals U (fun i => l i ^ 2) := fromOrbitals_pow hU l 1
  have h3 : fromOrbitals U l ^ 3 = fromOrbitals U (fun i => l i ^ 3) := fromOrbitals_pow hU l 2
  -- traces are sums over occupations
  have ht : ∀ m : n → ℝ, trace (fromOrbitals U m) = ∑ i, m i := fun m => by
    rw [fromOrbitals, trace_mul_cycle, hU, Matrix.one_mul, trace_diagonal]
  have hD : trace (fromOrbitals U l - fromOrbitals U l ^ 2) = ∑ i, (l i - l i ^ 2) := by
    simp only [trace_sub, h2, ht, Finset.sum_sub_distrib]
  have hN : trace (fromOrbitals U l ^ 2 - fromOrbitals U l ^ 3) = ∑ i, (l i ^ 2 - l i ^ 3) := by
    simp only [trace_sub, h2, h3, ht, Finset.sum_sub_distrib]
  rw [hD] at htr
  -- some occupation is fractional
  obtain ⟨i, -, hi⟩ := Finset.exists_ne_zero_of_sum_ne_zero htr
  have hi' : l i - l i ^ 2 ≠ 0 := hi
  have hi0 : 0 < l i := lt_of_le_of_ne (hl i).1 (fun h => hi' (by rw [← h]; norm_num))
  have hi1 : l i < 1 := lt_of_le_of_ne (hl i).2 (fun h => hi' (by rw [h]; norm_num))
  have hpos : 0 < ∑ j, (l j ^ 2 - l j ^ 3) := by
    refine Finset.sum_pos' (fun j _ => ?_) ⟨i, Finset.mem_univ i, ?_⟩
    · have := mul_nonneg (sq_nonneg (l j)) (sub_nonneg.mpr (hl j).2)
      nlinarith
    · have := mul_pos (pow_pos hi0 2) (sub_pos.mpr hi1)
      nlinarith
  have hlt : ∑ j, (l j ^ 2 - l j ^ 3) < ∑ j, (l j - l j ^ 2) := by
    refine Finset.sum_lt_sum (fun j _ => ?_) ⟨i, Finset.mem_univ i, ?_⟩
    · have := mul_nonneg (hl j).1 (sq_nonneg (1 - l j))
      nlinarith
    · have := mul_pos hi0 (pow_pos (sub_pos.mpr hi1) 2)
      nlinarith
  have hDpos := hpos.trans hlt
  rw [cpParam, hD, hN]
  exact ⟨div_pos hpos hDpos, (div_lt_one hDpos).mpr hlt⟩
```

If all occupations lie in $[0,1]$ and $\operatorname{tr}(P - P^2) \ne 0$, then $0 < c(P) < 1$. Cyclicity of the trace gives $\operatorname{tr}(U \operatorname{diag}(m)\, U^{\mathsf T}) = \sum_a m_a$, which is `ht`. Denominator and numerator of $c(P)$ become
$$D = \sum_a l_a(1 - l_a), \qquad N = \sum_a l_a^2(1 - l_a), \qquad D - N = \sum_a l_a(1 - l_a)^2.$$
Since $D \ne 0$, some term is nonzero, so some occupation satisfies $0 < l_i < 1$ (`hi0`, `hi1`). All terms of $N$ and of $D - N$ are nonnegative and those of index $i$ are positive, so $0 < N$ (`hpos`) and $N < D$ (`hlt`). Dividing by $D > 0$ gives the claim. For such $P$ both side conditions of the main theorem therefore hold.

## A two-orbital example

```lean
/-- Two orbitals given by a plane rotation with cosine `3/5` and sine `4/5`. -/
def sampleOrbitals : Matrix (Fin 2) (Fin 2) ℝ := !![3 / 5, -4 / 5; 4 / 5, 3 / 5]
```

The columns $(3/5,\, 4/5)$ and $(-4/5,\, 3/5)$ are two orbitals in a basis labelled by `Fin 2`, the set $\{0, 1\}$.

```lean
/-- The occupations `3/4` and `1/4`. -/
def sampleOcc : Fin 2 → ℝ := ![3 / 4, 1 / 4]
```

The occupations are $3/4$ and $1/4$, one electron in total.

```lean
/-- The sample orbitals are orthonormal, the sample occupations lie in `[0, 1]`, and the resulting
density matrix has `tr(P - P²) = 3/8` and canonical parameter `1/2`. -/
theorem canonical_witness :
    sampleOrbitalsᵀ * sampleOrbitals = 1 ∧ (∀ i, 0 ≤ sampleOcc i ∧ sampleOcc i ≤ 1) ∧
    trace (fromOrbitals sampleOrbitals sampleOcc
      - fromOrbitals sampleOrbitals sampleOcc ^ 2) = 3 / 8 ∧
    cpParam (fromOrbitals sampleOrbitals sampleOcc) = 1 / 2 := by
  have hP : fromOrbitals sampleOrbitals sampleOcc = !![43 / 100, 6 / 25; 6 / 25, 57 / 100] := by
    ext i j
    rw [fromOrbitals, Matrix.mul_apply]
    simp only [Matrix.mul_diagonal, Matrix.transpose_apply, Fin.sum_univ_two]
    fin_cases i <;> fin_cases j <;> simp [sampleOrbitals, sampleOcc] <;> norm_num
  have h1 : trace (fromOrbitals sampleOrbitals sampleOcc
      - fromOrbitals sampleOrbitals sampleOcc ^ 2) = 3 / 8 := by
    rw [hP, pow_two]
    simp [Matrix.trace_fin_two]
    norm_num
  have h2 : trace (fromOrbitals sampleOrbitals sampleOcc ^ 2
      - fromOrbitals sampleOrbitals sampleOcc ^ 3) = 3 / 16 := by
    rw [hP, pow_two, pow_three]
    simp [Matrix.trace_fin_two]
    norm_num
  refine ⟨?_, ?_, h1, ?_⟩
  · ext i j
    fin_cases i <;> fin_cases j <;>
      simp [sampleOrbitals, Matrix.mul_apply, Fin.sum_univ_two] <;> norm_num
  · intro i
    fin_cases i <;> simp [sampleOcc] <;> norm_num
  · rw [cpParam, h1, h2]
    norm_num

end

end CanonicalPurification
```

The example satisfies $U^{\mathsf T} U = 1$, has occupations in $[0,1]$, and gives $\operatorname{tr}(P - P^2) = 3/8$ and $c(P) = 1/2$. The step `hP` multiplies out
$$P = \begin{pmatrix} 43/100 & 6/25 \\ 6/25 & 57/100 \end{pmatrix},$$
and `h1` and `h2` compute the two traces from these entries. From the occupations, $D = 3/16 + 3/16 = 3/8$ and $N = 9/64 + 3/64 = 3/16$, whose ratio is $1/2$.

```lean
#print axioms CanonicalPurification.canonical_trace_preserving
#print axioms CanonicalPurification.trace_canonicalStep
#print axioms CanonicalPurification.occupationMap_mem_unit
#print axioms CanonicalPurification.cpParam_mem_unit
```

```
'CanonicalPurification.canonical_trace_preserving' depends on axioms: [propext, Classical.choice, Quot.sound]
'CanonicalPurification.trace_canonicalStep' depends on axioms: [propext, Classical.choice, Quot.sound]
'CanonicalPurification.occupationMap_mem_unit' depends on axioms: [propext, Classical.choice, Quot.sound]
'CanonicalPurification.cpParam_mem_unit' depends on axioms: [propext, Classical.choice, Quot.sound]
```
